# Shifted QR iteration: the accumulated Q factors carry \(A_0\) to \(A_k\) and factor the shifted product

When a code diagonalises a Hermitian matrix by QR sweeps, it can multiply the unitary factor of each sweep into one array and return the columns of that array as eigenvectors. This step needs an exact relation between the array, the starting matrix and the current iterate. The relation holds after every sweep, converged or not, for any choice of shifts.

## One similarity and one factorisation

Let \(A_0\) be a real or complex \(n\times n\) matrix and \(\mu_k\) the shift used in sweep \(k\). The shift is a number near which an eigenvalue is sought, not a chemical potential. A sweep factors and recombines:

\[
A_k-\mu_k I=Q_kR_k,\qquad A_{k+1}=R_kQ_k+\mu_k I,
\]

with \(Q_k\) unitary (orthogonal in the real case) and \(R_k\) upper triangular. Define

\[
P_k=Q_0Q_1\cdots Q_{k-1},\qquad T_k=R_{k-1}\cdots R_1R_0,\qquad
M_k=\prod_{j<k}(A_0-\mu_jI),
\]

all equal to \(I\) for \(k=0\). Here \(P_k\) is a basis change, not a density matrix. Then \(P_k\) is unitary, \(T_k\) is upper triangular, and

\[
A_k=P_k^\dagger A_0P_k,\qquad M_k=P_kT_k .
\]

Neither \(A_k-\mu_kI\) nor \(R_k\) has to be invertible, so a shift may equal an eigenvalue exactly.

## Eigenvectors, power steps and deflation in a code

In a self-consistent-field calculation, \(A_0\) can be the finite Fock or Kohn–Sham matrix of one iteration, written in an orthonormal basis. If \(A_k\) has become diagonal, \(A_0P_k=P_kA_k\) says that the columns of \(P_k\) are orbital coefficient vectors in that basis, already normalised.

The order of accumulation matters: each new \(Q_k\) multiplies from the right. The reversed product is also unitary, so checking orthogonality alone does not expose a wrong order, whereas the residual \(A_0P_k-P_kA_k\) can.

The factorisation of \(M_k\) links the sweeps to two vector iterations. Number rows and columns from 0 to \(m=n-1\), for \(n\ge1\), and let \(e_i\) be the basis vectors. Then

\[
M_ke_0=(T_k)_{00}\,P_ke_0,\qquad
M_k^\dagger P_ke_m=\overline{(T_k)_{mm}}\,e_m .
\]

The first equation is a shifted power method. The second, when \(M_k\) is invertible, is inverse iteration with the adjoint matrix.

Finally, if \((R_k)_{mm}=0\), the last row of \(A_{k+1}\) is zero except for \(\mu_k\) on the diagonal. A code can then record \(\mu_k\) as an eigenvalue and continue with the remaining block, if there is one.

## From one sweep to \(k\) sweeps

Solve the factorisation for \(A_k=Q_kR_k+\mu_kI\) and use \(Q_k^\dagger Q_k=I\):

\[
Q_k^\dagger A_kQ_k=Q_k^\dagger Q_kR_kQ_k+\mu_kQ_k^\dagger Q_k
=R_kQ_k+\mu_kI=A_{k+1}.
\]

The accumulated factors obey \(P_{k+1}=P_kQ_k\) and \(T_{k+1}=R_kT_k\). If \(P_k\) is unitary, then

\[
P_{k+1}^\dagger P_{k+1}=Q_k^\dagger(P_k^\dagger P_k)Q_k=I.
\]

If \(T_k\) is upper triangular, so is \(T_{k+1}\): a nonzero term \((R_k)_{il}(T_k)_{lj}\) requires \(i\le l\le j\). If \(A_k=P_k^\dagger A_0P_k\), the one-sweep identity gives

\[
A_{k+1}=Q_k^\dagger P_k^\dagger A_0P_kQ_k=P_{k+1}^\dagger A_0P_{k+1}.
\]

All three statements hold at \(k=0\), hence for every \(k\).

For the product, \(P_k\) is square, so \(P_kP_k^\dagger=I\) as well, and the similarity becomes \(A_0P_k=P_kA_k\). Assuming \(M_k=P_kT_k\),

\[
\begin{aligned}
M_{k+1}&=(A_0-\mu_kI)P_kT_k\\
&=P_k(A_k-\mu_kI)T_k\\
&=P_kQ_kR_kT_k=P_{k+1}T_{k+1}.
\end{aligned}
\]

The column relations follow from triangularity. Column 0 of \(T_k\) is \((T_k)_{00}e_0\), which gives the first. For the second, \(M_k^\dagger P_k=T_k^\dagger P_k^\dagger P_k=T_k^\dagger\), whose last column is \(\overline{(T_k)_{mm}}e_m\).

For deflation, \((R_k)_{mm}=0\) makes the whole last row of \(R_k\) zero. The last row of \(R_kQ_k\) is then zero too, and only the restored shift remains.

## The Lean file

```lean
import Mathlib

open Matrix

namespace ShiftedQRIteration

variable {𝕜 : Type*} [RCLike 𝕜] {n m : ℕ}

/-- A run of the shifted QR iteration: `A k - μ k I` is factored into a unitary `Q k` and an
upper triangular `R k`, and the next iterate is `R k * Q k + μ k I`. -/
structure IsShiftedQR (A : ℕ → Matrix (Fin n) (Fin n) 𝕜) (μ : ℕ → 𝕜)
    (Q R : ℕ → Matrix (Fin n) (Fin n) 𝕜) : Prop where
  unitary : ∀ k, (Q k)ᴴ * Q k = 1
  upper : ∀ k, (R k).BlockTriangular id
  factor : ∀ k, A k - μ k • (1 : Matrix (Fin n) (Fin n) 𝕜) = Q k * R k
  step : ∀ k, A (k + 1) = R k * Q k + μ k • (1 : Matrix (Fin n) (Fin n) 𝕜)

/-- The accumulated basis change `Q 0 * Q 1 * ... * Q (k-1)`. -/
def accQ (Q : ℕ → Matrix (Fin n) (Fin n) 𝕜) : ℕ → Matrix (Fin n) (Fin n) 𝕜
  | 0 => 1
  | k + 1 => accQ Q k * Q k

/-- The accumulated triangular factor `R (k-1) * ... * R 1 * R 0`. -/
def accR (R : ℕ → Matrix (Fin n) (Fin n) 𝕜) : ℕ → Matrix (Fin n) (Fin n) 𝕜
  | 0 => 1
  | k + 1 => R k * accR R k

/-- The product of the shifted matrices `B - μ j I` over `j < k`. -/
def shiftProd (B : Matrix (Fin n) (Fin n) 𝕜) (μ : ℕ → 𝕜) : ℕ → Matrix (Fin n) (Fin n) 𝕜
  | 0 => 1
  | k + 1 => (B - μ k • (1 : Matrix (Fin n) (Fin n) 𝕜)) * shiftProd B μ k

variable {A Q R : ℕ → Matrix (Fin n) (Fin n) 𝕜} {μ : ℕ → 𝕜}

/-- One sweep of the shifted QR iteration is a unitary similarity by `Q k`. -/
theorem sweep_similar (h : IsShiftedQR A μ Q R) (k : ℕ) :
    A (k + 1) = (Q k)ᴴ * A k * Q k := by
  have hA : A k = Q k * R k + μ k • (1 : Matrix (Fin n) (Fin n) 𝕜) :=
    sub_eq_iff_eq_add.mp (h.factor k)
  -- the unitary factor cancels, and the shift commutes with everything
  rw [h.step k, hA, Matrix.mul_add, ← Matrix.mul_assoc, h.unitary k, Matrix.one_mul,
    Matrix.add_mul, Matrix.mul_smul, Matrix.mul_one, Matrix.smul_mul, h.unitary k]

/-- The accumulated basis change of a shifted QR run is unitary. -/
theorem accQ_unitary (h : IsShiftedQR A μ Q R) (k : ℕ) : (accQ Q k)ᴴ * accQ Q k = 1 := by
  induction k with
  | zero => simp [accQ]
  | succ k ih =>
    calc (accQ Q (k + 1))ᴴ * accQ Q (k + 1)
        = (Q k)ᴴ * (((accQ Q k)ᴴ * accQ Q k) * Q k) := by
          simp only [accQ, Matrix.conjTranspose_mul, Matrix.mul_assoc]
      _ = 1 := by rw [ih, Matrix.one_mul, h.unitary k]

/-- The accumulated triangular factor of a shifted QR run is upper triangular. -/
theorem accR_upper (h : IsShiftedQR A μ Q R) (k : ℕ) : (accR R k).BlockTriangular id := by
  induction k with
  | zero => exact Matrix.blockTriangular_one
  | succ k ih => exact (h.upper k).mul ih

/-- The `k`-th iterate is the starting matrix written in the accumulated basis. -/
theorem iterate_similar (h : IsShiftedQR A μ Q R) (k : ℕ) :
    A k = (accQ Q k)ᴴ * A 0 * accQ Q k := by
  induction k with
  | zero => simp [accQ]
  | succ k ih =>
    rw [sweep_similar h k, ih]
    simp only [accQ, Matrix.conjTranspose_mul, Matrix.mul_assoc]

/-- The product of the shifted matrices equals the accumulated unitary factor times the
accumulated triangular factor. -/
theorem shiftProd_eq (h : IsShiftedQR A μ Q R) (k : ℕ) :
    shiftProd (A 0) μ k = accQ Q k * accR R k := by
  induction k with
  | zero => simp [shiftProd, accQ, accR]
  | succ k ih =>
    have hP : accQ Q k * (accQ Q k)ᴴ = 1 := mul_eq_one_comm.mp (accQ_unitary h k)
    have hA : accQ Q k * A k = A 0 * accQ Q k := by
      rw [iterate_similar h k, ← Matrix.mul_assoc, ← Matrix.mul_assoc, hP, Matrix.one_mul]
    -- moving the new shifted factor through the basis change turns `A 0` into `A k`
    have key : (A 0 - μ k • (1 : Matrix (Fin n) (Fin n) 𝕜)) * accQ Q k
        = accQ Q k * (A k - μ k • (1 : Matrix (Fin n) (Fin n) 𝕜)) := by
      simp only [Matrix.sub_mul, Matrix.mul_sub, hA, Matrix.smul_mul, Matrix.mul_smul,
        Matrix.one_mul, Matrix.mul_one]
    rw [shiftProd, ih, ← Matrix.mul_assoc, key, h.factor k]
    simp only [accQ, accR, Matrix.mul_assoc]

/-- After `k` sweeps of shifted QR, the accumulated `Q` factors form a unitary matrix that
carries `A 0` to `A k`, and together with the upper triangular product of the `R` factors they
give a QR factorisation of the product of the shifted matrices. -/
theorem shifted_qr (h : IsShiftedQR A μ Q R) (k : ℕ) :
    (accQ Q k)ᴴ * accQ Q k = 1 ∧ (accR R k).BlockTriangular id ∧
      A k = (accQ Q k)ᴴ * A 0 * accQ Q k ∧
      shiftProd (A 0) μ k = accQ Q k * accR R k :=
  ⟨accQ_unitary h k, accR_upper h k, iterate_similar h k, shiftProd_eq h k⟩

/-- Shifted power method: the product of the shifted matrices, applied to the first basis
vector, is a multiple of the first column of the accumulated basis change. -/
theorem first_column {A Q R : ℕ → Matrix (Fin (m + 1)) (Fin (m + 1)) 𝕜}
    (h : IsShiftedQR A μ Q R) (k : ℕ) (i : Fin (m + 1)) :
    shiftProd (A 0) μ k i 0 = accQ Q k i 0 * accR R k 0 0 := by
  rw [shiftProd_eq h k, Matrix.mul_apply]
  refine Finset.sum_eq_single 0 (fun j _ hj => ?_) (by simp)
  -- below the diagonal the triangular factor vanishes
  have hz : accR R k j 0 = 0 :=
    accR_upper h k (show (0 : Fin (m + 1)) < j from Fin.pos_iff_ne_zero.mpr hj)
  rw [hz, mul_zero]

/-- The adjoint of the product of the shifted matrices sends the last column of the accumulated
basis change to a multiple of the last basis vector. -/
theorem last_column {A Q R : ℕ → Matrix (Fin (m + 1)) (Fin (m + 1)) 𝕜}
    (h : IsShiftedQR A μ Q R) (k : ℕ) :
    (shiftProd (A 0) μ k)ᴴ *ᵥ (fun i => accQ Q k i (Fin.last m))
      = Pi.single (Fin.last m) (star (accR R k (Fin.last m) (Fin.last m))) := by
  have hR : (shiftProd (A 0) μ k)ᴴ * accQ Q k = (accR R k)ᴴ := by
    rw [shiftProd_eq h k, Matrix.conjTranspose_mul, Matrix.mul_assoc, accQ_unitary h k,
      Matrix.mul_one]
  ext i
  have hi : ((shiftProd (A 0) μ k)ᴴ *ᵥ (fun i => accQ Q k i (Fin.last m))) i
      = ((shiftProd (A 0) μ k)ᴴ * accQ Q k) i (Fin.last m) := by
    simp only [Matrix.mulVec, Matrix.mul_apply, dotProduct]
  rw [hi, hR, Matrix.conjTranspose_apply]
  by_cases hl : i = Fin.last m
  · subst hl
    simp
  · have hz : accR R k (Fin.last m) i = 0 :=
      accR_upper h k (show i < Fin.last m from Fin.lt_last_iff_ne_last.mpr hl)
    rw [hz, Pi.single_eq_of_ne hl, star_zero]

/-- Deflation: if the last diagonal entry of `R k` vanishes, the last row of the next iterate
is zero except for the shift `μ k` on the diagonal. -/
theorem deflation {A Q R : ℕ → Matrix (Fin (m + 1)) (Fin (m + 1)) 𝕜}
    (h : IsShiftedQR A μ Q R) (k : ℕ) (h0 : R k (Fin.last m) (Fin.last m) = 0)
    (j : Fin (m + 1)) :
    A (k + 1) (Fin.last m) j = if Fin.last m = j then μ k else 0 := by
  -- the whole last row of the triangular factor is zero
  have row : ∀ l, R k (Fin.last m) l = 0 := by
    intro l
    by_cases hl : l = Fin.last m
    · rw [hl, h0]
    · exact h.upper k (show l < Fin.last m from Fin.lt_last_iff_ne_last.mpr hl)
  rw [h.step k]
  simp [Matrix.add_apply, Matrix.mul_apply, row, Matrix.one_apply]

/-- A run with constant shift 1 that starts from the symmetric matrix with rows (10, 12) and
(12, 17) and is diagonal, with entries 26 and 1, from the first sweep on. -/
theorem isShiftedQR_witness :
    IsShiftedQR (𝕜 := ℝ)
      (fun k => if k = 0 then !![10, 12; 12, 17] else !![26, 0; 0, 1])
      (fun _ => 1)
      (fun k => if k = 0 then !![3/5, -4/5; 4/5, 3/5] else !![1, 0; 0, 1])
      (fun k => if k = 0 then !![15, 20; 0, 0] else !![25, 0; 0, 0]) := by
  refine ⟨fun k => ?_, fun k i j hij => ?_, fun k => ?_, fun k => ?_⟩
  · ext i j
    rcases k with _ | k <;> fin_cases i <;> fin_cases j <;>
      norm_num [Matrix.mul_apply, Fin.sum_univ_succ, Matrix.one_apply]
  · rcases k with _ | k <;> fin_cases i <;> fin_cases j <;> simp_all
  · ext i j
    rcases k with _ | k <;> fin_cases i <;> fin_cases j <;>
      norm_num [Matrix.mul_apply, Fin.sum_univ_succ, Matrix.one_apply]
  · ext i j
    rcases k with _ | k <;> fin_cases i <;> fin_cases j <;>
      norm_num [Matrix.mul_apply, Fin.sum_univ_succ, Matrix.one_apply]

end ShiftedQRIteration
```

```lean
#print axioms ShiftedQRIteration.shifted_qr
-- 'ShiftedQRIteration.shifted_qr' depends on axioms: [propext, Classical.choice, Quot.sound]
#print axioms ShiftedQRIteration.first_column
-- 'ShiftedQRIteration.first_column' depends on axioms: [propext, Classical.choice, Quot.sound]
#print axioms ShiftedQRIteration.last_column
-- 'ShiftedQRIteration.last_column' depends on axioms: [propext, Classical.choice, Quot.sound]
#print axioms ShiftedQRIteration.deflation
-- 'ShiftedQRIteration.deflation' depends on axioms: [propext, Classical.choice, Quot.sound]
```

## How the Lean statements and proofs match the algebra

The type `𝕜` with `RCLike 𝕜` stands for the real or complex numbers, and `Fin n` numbers the basis functions from zero. The symbol `ᴴ` is the conjugate transpose, which is the ordinary transpose over the reals. `IsShiftedQR A μ Q R` collects the equations of a run, with one field each for unitarity, triangularity, factorisation and recombination. `BlockTriangular id` says that entries below the diagonal vanish.

The functions `accQ`, `accR` and `shiftProd` are \(P_k\), \(T_k\) and \(M_k\). New factors enter `accQ` on the right and the other two on the left; in `shiftProd` the order is immaterial, because the factors are polynomials in the same matrix. The theorem `shifted_qr` joins the four main conclusions.

In `sweep_similar`, the factorisation is solved for `A k` and substituted, after which the rewrites cancel \(Q_k^\dagger Q_k\). The lemmas `accQ_unitary`, `accR_upper` and `iterate_similar` are the three inductions above.

In `shiftProd_eq`, `mul_eq_one_comm` turns the left inverse of the square matrix \(P_k\) into a right inverse. The step `hA` is \(P_kA_k=A_0P_k\), and `key` moves the shifted matrix through \(P_k\).

For `first_column`, `Finset.sum_eq_single` keeps the one surviving term of the matrix product. In `last_column`, `hR` is \(M_k^\dagger P_k=T_k^\dagger\), and a case split separates the last entry from the zeros. In `deflation`, `row` establishes the zero row of \(R_k\).

The theorem `isShiftedQR_witness` verifies a concrete run entry by entry, treating the first sweep and the later ones separately. It starts from

\[
A_0=\begin{pmatrix}10&12\\12&17\end{pmatrix},\qquad \mu_k=1,
\]

and reaches \(\operatorname{diag}(26,1)\) after one sweep. The shift is an exact eigenvalue, so \(R_0\) is singular. In this run the zero on its diagonal is the last entry, as the deflation theorem requires; an exact shift alone does not guarantee that position.

## Valid for any shifts, silent on convergence and rounding

The identities hold for every finite square matrix over the chosen field, Hermitian or not, and for every sequence of shifts in that field. A real run therefore has real shifts. The QR factors are supplied as data: their existence is not derived, and no sign convention is imposed on the diagonal of \(R_k\). Nothing is said about how to choose shifts, whether off-diagonal entries shrink, or how many sweeps are needed.

The step left to the programmer is the one from these equations to the arrays in memory. Floating-point factors satisfy the equations only approximately, and an implicit-shift routine must also be shown to reproduce the explicit sweep modelled here.

Unitarity matters for the adjoint formula. Take \(\mu_0=0\) and the factorisation

\[
A_0=\begin{pmatrix}1&1\\1&2\end{pmatrix}
=\begin{pmatrix}1&0\\1&1\end{pmatrix}\begin{pmatrix}1&1\\0&1\end{pmatrix}
=Q_0R_0 .
\]

Here \(Q_0\) is invertible but not orthogonal, and

\[
R_0Q_0=\begin{pmatrix}2&1\\1&1\end{pmatrix},\qquad
Q_0^{T}A_0Q_0=\begin{pmatrix}5&3\\3&2\end{pmatrix}.
\]

The traces are 3 and 7, so an invertible \(Q_0\) is not enough for \(A_1=Q_0^{T}A_0Q_0\). The recombined matrix still has the eigenvalues of \(A_0\), so comparing eigenvalues would not reveal the loss of orthogonality.
